# For a two-level coupling of strength 2 and unit diagonal, the Jacobi iterate of order 2m is (1 − 4^m) times the exact amplitudes

The declaration concerns a linear amplitude equation (D + V)t = −b for two amplitudes, with D the identity, V purely off-diagonal with both entries equal to 2, and b = (1, 0). It states that t = (1/3, −2/3) solves this equation, that the Jacobi iterate of order 2m, started from zero, is (1 − 4^m)t, and that t is not a multiple of the first-order amplitudes g = −b. The proof checks the solution component by component. For the iterates it uses the earlier formula t − K^k t, where K = −V is the iteration matrix and K² is 4 times the identity. For the last claim it compares second components, since that of g is zero.

In Lean, a first try:

```lean
import Mathlib

open Matrix Polynomial Filter Topology

namespace StrongCouplingExample

noncomputable section

variable {n : ℕ} {D V : Matrix (Fin n) (Fin n) ℂ}

/-- The iteration matrix `K = -D⁻¹ V`, for invertible `D`. -/
def coupling (D V : Matrix (Fin n) (Fin n) ℂ) : Matrix (Fin n) (Fin n) ℂ :=
  -(D⁻¹ * V)

/-- The first-order amplitudes `g = -D⁻¹ b`, for invertible `D`. -/
def firstOrder (D : Matrix (Fin n) (Fin n) ℂ) (b : Fin n → ℂ) : Fin n → ℂ :=
  -(D⁻¹ *ᵥ b)

/-- The Jacobi iterates `t₀ = 0`, `t_(k+1) = g + K t_k`, for invertible `D`. -/
def jacobi (D V : Matrix (Fin n) (Fin n) ℂ) (b : Fin n → ℂ) : ℕ → Fin n → ℂ
  | 0 => 0
  | k + 1 => firstOrder D b + coupling D V *ᵥ jacobi D V b k

/-- For invertible `D`, the full matrix factorises as `D (1 - K) = D + V`. -/
theorem mul_one_sub_coupling (hD : D.det ≠ 0) : D * (1 - coupling D V) = D + V := by
  have h : D * D⁻¹ = 1 := Matrix.mul_nonsing_inv D hD.isUnit
  calc D * (1 - -(D⁻¹ * V)) = D + D * D⁻¹ * V := by noncomm_ring
    _ = D + V := by rw [h, one_mul]

/-- For invertible `D`, the amplitude equation `(D + V) t = -b` is equivalent to
`(1 - K) t = g`. -/
theorem amplitude_equation_iff (hD : D.det ≠ 0) (b t : Fin n → ℂ) :
    (D + V) *ᵥ t = -b ↔ (1 - coupling D V) *ᵥ t = firstOrder D b := by
  have hg : D *ᵥ firstOrder D b = -b := by
    rw [firstOrder, Matrix.mulVec_neg, Matrix.mulVec_mulVec,
      Matrix.mul_nonsing_inv D hD.isUnit, Matrix.one_mulVec]
  rw [← mul_one_sub_coupling hD, ← Matrix.mulVec_mulVec, ← hg]
  -- an invertible matrix can be cancelled on the left
  exact (Matrix.mulVec_injective_of_isUnit
    ((Matrix.isUnit_iff_isUnit_det D).2 hD.isUnit)).eq_iff

/-- For invertible `D` and a solution `t` of `(D + V) t = -b`, the `k`-th Jacobi iterate
is `t - K^k t`. -/
theorem jacobi_error (hD : D.det ≠ 0) {b t : Fin n → ℂ} (ht : (D + V) *ᵥ t = -b) (k : ℕ) :
    jacobi D V b k = t - coupling D V ^ k *ᵥ t := by
  have hfix := (amplitude_equation_iff hD b t).1 ht
  rw [Matrix.sub_mulVec, Matrix.one_mulVec, sub_eq_iff_eq_add] at hfix
  induction k with
  | zero => simp [jacobi]
  | succ k ih =>
    calc jacobi D V b (k + 1)
        = firstOrder D b + coupling D V *ᵥ jacobi D V b k := rfl
      _ = (firstOrder D b + coupling D V *ᵥ t) - coupling D V ^ (k + 1) *ᵥ t := by
          rw [ih, Matrix.mulVec_sub, Matrix.mulVec_mulVec, ← pow_succ', add_sub_assoc]
      _ = t - coupling D V ^ (k + 1) *ᵥ t := by rw [← hfix]

/-- A two-level coupling of strength 2. -/
def strongV : Matrix (Fin 2) (Fin 2) ℂ := !![0, 2; 2, 0]

/-- For `D = 1`, `V = strongV` and `b = (1, 0)`, `t = (1/3, -2/3)` solves `(D + V) t = -b`, the
Jacobi iterate of order `2m` is `(1 - 4^m) t`, and `t` is not a multiple of `g`. -/
theorem strong_coupling_example :
    (1 + strongV) *ᵥ ![1 / 3, -2 / 3] = -![1, 0] ∧
    (∀ m : ℕ, jacobi 1 strongV ![1, 0] (2 * m) = (1 - 4 ^ m : ℂ) • ![1 / 3, -2 / 3]) ∧
    ∀ c : ℂ, ![1 / 3, -2 / 3] ≠ c • firstOrder 1 ![1, 0] := by
  have ht : (1 + strongV) *ᵥ ![1 / 3, -2 / 3] = -![1, 0] := by
    ext i
    fin_cases i <;> simp [strongV, Matrix.mulVec, dotProduct, Fin.sum_univ_succ] <;> norm_num
  refine ⟨ht, fun m => ?_, fun c h => ?_⟩
  · have hc : coupling 1 strongV = -strongV := by simp [coupling]
    have hK : coupling 1 strongV ^ 2 = (4 : ℂ) • 1 := by
      rw [hc, neg_sq, pow_two]
      ext i j
      fin_cases i <;> fin_cases j <;>
        simp [strongV, Matrix.mul_apply, Fin.sum_univ_succ] <;> norm_num
    rw [jacobi_error (by simp) ht, pow_mul, hK, smul_pow, one_pow, Matrix.smul_mulVec,
      Matrix.one_mulVec, sub_smul, one_smul]
  · have h1 := congrFun h 1
    simp [firstOrder] at h1

end

end StrongCouplingExample
```

Compiling this gives:

```
Main.lean:66:60: error: unsolved goals
case «1»
⊢ 2 / 3 + -(1 1 (Fin.succ 0) * (2 / 3)) = 0
Main.lean:76:48: error: Ambiguous term
  smul_pow
Possible interpretations:
  _root_.smul_pow : ∀ (r : ?m.1334) (x : ?m.1335) (n : ℕ), (r • x) ^ n = r ^ n • x ^ n
  
  Polynomial.smul_pow : ?m.1336 → ℕ → ?m.1334 → ?m.1336
```

What went wrong. The first message shows the second component of the solution check left unproved. The goal still contains `1 1 (Fin.succ 0)`, a diagonal entry of the identity matrix, equal to 1. Expanding the sum with `Fin.sum_univ_succ` wrote the column index as `Fin.succ 0`, and neither `simp` nor `norm_num` evaluated the entry in that form. The repair rewrites the identity with `Matrix.one_fin_two` as an explicit 2 × 2 matrix, so that its entries can be read off, and expands the sum with `Fin.sum_univ_two`, which gives the indices as 0 and 1. Unfolding `strongV` in the `rw` instead of in `simp` is mere tidying.

The second message is a clash of names. Because the file opens `Polynomial`, `smul_pow` can mean either `_root_.smul_pow` or `Polynomial.smul_pow`, and Lean does not settle on one. The proof needs the former, (r • x)^n = r^n • x^n, to take the m-th power of 4 times the identity. Writing `_root_.smul_pow` selects it.

This version goes through:

```diff
@@ -65,6 +65,7 @@
     ∀ c : ℂ, ![1 / 3, -2 / 3] ≠ c • firstOrder 1 ![1, 0] := by
   have ht : (1 + strongV) *ᵥ ![1 / 3, -2 / 3] = -![1, 0] := by
+    rw [strongV, Matrix.one_fin_two]
     ext i
-    fin_cases i <;> simp [strongV, Matrix.mulVec, dotProduct, Fin.sum_univ_succ] <;> norm_num
+    fin_cases i <;> simp [Matrix.mulVec, dotProduct, Fin.sum_univ_two] <;> norm_num
   refine ⟨ht, fun m => ?_, fun c h => ?_⟩
   · have hc : coupling 1 strongV = -strongV := by simp [coupling]
@@ -74,5 +75,5 @@
       fin_cases i <;> fin_cases j <;>
         simp [strongV, Matrix.mul_apply, Fin.sum_univ_succ] <;> norm_num
-    rw [jacobi_error (by simp) ht, pow_mul, hK, smul_pow, one_pow, Matrix.smul_mulVec,
+    rw [jacobi_error (by simp) ht, pow_mul, hK, _root_.smul_pow, one_pow, Matrix.smul_mulVec,
       Matrix.one_mulVec, sub_smul, one_smul]
   · have h1 := congrFun h 1
```
